# On sites with distinct positions, a potential is invariant under every uniform vector potential exactly when it is diagonal

## A vector potential as phases on sites

Space is represented here by finitely many sites j with real positions x_j on a line, and a uniform vector potential by a real number A that multiplies the amplitude at site j by exp(−iA x_j). A potential is then a complex matrix V, whose entry V_ij couples sites i and j. It is local when it is diagonal.

The phases come from minimal coupling. Take ħ = 1 and absorb the charge and the speed of light into A, so that A is a wave number. In the continuum,

exp(−iAx) p exp(iAx) = p + A,

so conjugation by the phase replaces p by p + A. A nonlocal pseudopotential depends on momentum as well as position and must undergo the same replacement. On the sites, with U_A = diag(exp(−iA x_j)), this reads

V → U_A V U_A†.

For a finite one-dimensional set of sites and a uniform field, the results below show how the projectors of a nonlocal pseudopotential change in a velocity-gauge simulation, and which potentials need no change.

## Shifted momenta in the projectors

Let b be a site function with amplitudes b_j. Its projector b b† has entries b_i b_j*. The matrix is left unnormalised: for b ≠ 0, the orthogonal projection onto b is b b†/‖b‖². Conjugation gives

(U_A b b† U_A†)_ij = exp(−iA x_i) b_i b_j* exp(iA x_j) = (U_A b)_i (U_A b)_j*,

which is the projector of U_A b. Define the form factor of b at real momentum q by

F_b(q) = ∑_j exp(−iq x_j) b_j.

Since phases multiply,

F_{U_A b}(q) = ∑_j exp(−iq x_j) exp(−iA x_j) b_j = F_b(q + A).

The same happens for any matrix V between plane waves with amplitudes exp(iq x_j). Write

V(q, q′) = ∑_i ∑_j exp(−iq x_i) V_ij exp(iq′ x_j).

Conjugating V inserts exp(−iA x_i) and exp(iA x_j), which turns V(q, q′) into V(q + A, q′ + A). On N ≥ 1 sites each plane wave has squared norm N, so the element between normalised plane waves is V(q, q′)/N.

For a separable potential V = ∑_l D_l b_l b_l† with real strengths D_l, the double sum factorises for each l, and the conjugated potential has the elements

∑_l D_l F_{b_l}(q + A) F_{b_l}(q′ + A)*.

## Which potentials stay unchanged

Entry by entry,

(U_A V U_A†)_ij = exp(−iA(x_i − x_j)) V_ij.

Suppose that V is unchanged for every A, and let x_i ≠ x_j. Choose A = π/(x_i − x_j). The phase is then −1, so V_ij = −V_ij and hence V_ij = 0. Conversely, if V_ij = 0 whenever x_i ≠ x_j, the remaining entries join equal positions, where the phase is 1, and V is unchanged. Invariance for all A therefore means that V does not couple different positions.

If all positions are distinct, this says that V is diagonal. If two different sites i and j share a position, the conclusion fails: the matrix with entry 1 where the positions agree and 0 elsewhere is invariant, but its entry at (i, j) is 1.

For a single projector on sites with distinct positions, invariance means b_i b_j* = 0 for all i ≠ j. At most one site can then carry amplitude; b = 0 is included.

## The same argument for the position commutator

Let X = diag(x_j). The entries of the commutator are

(XV − VX)_ij = (x_i − x_j) V_ij,

so V commutes with X exactly when it does not couple different positions, which is the same condition as invariance for all A. Multiplied by −i, this commutator is the derivative of U_A V U_A† at A = 0, and also the term that a nonlocal potential adds to the velocity operator. The file itself treats finite A and contains no commutator statement.

## How the Lean objects read

The finite type `n` labels the sites, `x : n → ℝ` gives their positions, and the finite type `m` labels the projectors of a separable potential. `phase t` is exp(−it), `gauge x A` is U_A, and `boost x A V` is U_A V U_A†, with `ᴴ` for the adjoint. `projector`, `formFactor`, `planeWaveElement` and `separable` are the expressions written above, without normalisation.

`boost_invariant_iff` holds for arbitrary positions. `boost_invariant_iff_isDiag` adds the hypothesis `Function.Injective x`, meaning that different sites have different positions, and concludes `V.IsDiag`, meaning that all off-diagonal entries vanish. `invariance_detects_locality_iff` says that this hypothesis is exactly what makes invariance imply diagonality for every V. `projector_invariant_iff` concerns one projector; for a sum of projectors, the test applies to the summed matrix.

V need not be Hermitian, and norm conservation plays no part. The model contains no kinetic energy, no time evolution, no spatially varying field and no continuum limit.

## The complete file

```lean
import Mathlib

open Matrix

namespace PseudopotentialGaugeShift

noncomputable section

variable {n m : Type*} [Fintype n] [DecidableEq n] [Fintype m]

/-- The phase factor `exp(-i t)`. -/
def phase (t : ℝ) : ℂ := Complex.exp (-(Complex.I * t))

/-- The gauge matrix `diag(exp(-i A x_j))` of a uniform vector potential `A`. -/
def gauge (x : n → ℝ) (A : ℝ) : Matrix n n ℂ := diagonal fun j => phase (A * x j)

/-- The potential `V` conjugated by the gauge matrix, `U_A V U_A†`. -/
def boost (x : n → ℝ) (A : ℝ) (V : Matrix n n ℂ) : Matrix n n ℂ :=
  gauge x A * V * (gauge x A)ᴴ

/-- The (unnormalised) projector `b b†` of a site function `b`. -/
def projector (b : n → ℂ) : Matrix n n ℂ := vecMulVec b (star b)

/-- The form factor `∑ j, exp(-i q x_j) b_j` of a site function at momentum `q`. -/
def formFactor (x : n → ℝ) (b : n → ℂ) (q : ℝ) : ℂ := ∑ j, phase (q * x j) * b j

/-- The matrix element of `V` between unnormalised plane waves of momenta `q` and `q'`. -/
def planeWaveElement (x : n → ℝ) (V : Matrix n n ℂ) (q q' : ℝ) : ℂ :=
  ∑ i, ∑ j, phase (q * x i) * V i j * star (phase (q' * x j))

/-- A separable potential `∑ l, D_l b_l b_l†` with real strengths `D_l`. -/
def separable (D : m → ℝ) (b : m → n → ℂ) : Matrix n n ℂ :=
  ∑ l, (D l : ℂ) • projector (b l)

/-- The phase factor of a sum is the product of the phase factors. -/
theorem phase_add (s t : ℝ) : phase (s + t) = phase s * phase t := by
  unfold phase
  rw [← Complex.exp_add]
  congr 1
  push_cast
  ring

/-- Each entry of the conjugated potential is the original entry times the phase of its row site and
the conjugated phase of its column site. -/
theorem boost_apply (x : n → ℝ) (A : ℝ) (V : Matrix n n ℂ) (i j : n) :
    boost x A V i j = phase (A * x i) * V i j * star (phase (A * x j)) := by
  simp only [boost, gauge, diagonal_conjTranspose, mul_diagonal, diagonal_mul, Pi.star_apply]

/-- Conjugating the projector of `b` gives the projector of `U_A b`. -/
theorem boost_projector (x : n → ℝ) (A : ℝ) (b : n → ℂ) :
    boost x A (projector b) = projector (gauge x A *ᵥ b) := by
  ext i j
  rw [boost_apply]
  simp only [projector, gauge, vecMulVec_apply, mulVec_diagonal, Pi.star_apply, star_mul']
  ring

/-- The form factor of `U_A b` at momentum `q` is that of `b` at momentum `q + A`. -/
theorem formFactor_gauge (x : n → ℝ) (A : ℝ) (b : n → ℂ) (q : ℝ) :
    formFactor x (gauge x A *ᵥ b) q = formFactor x b (q + A) := by
  unfold formFactor
  refine Finset.sum_congr rfl fun j _ => ?_
  simp only [gauge, mulVec_diagonal, add_mul, phase_add]
  ring

/-- Conjugating any potential by the gauge matrix shifts both momenta of its plane-wave
matrix elements by `A`. -/
theorem planeWaveElement_boost (x : n → ℝ) (A : ℝ) (V : Matrix n n ℂ) (q q' : ℝ) :
    planeWaveElement x (boost x A V) q q' = planeWaveElement x V (q + A) (q' + A) := by
  unfold planeWaveElement
  refine Finset.sum_congr rfl fun i _ => Finset.sum_congr rfl fun j _ => ?_
  simp only [boost_apply, add_mul, phase_add, star_mul']
  ring

/-- The plane-wave matrix element of a conjugated separable potential is the sum over `l` of `D_l`
times the form factor of `b_l` at `q + A` times the conjugate of that at `q' + A`. -/
theorem planeWaveElement_boost_separable (x : n → ℝ) (A : ℝ) (D : m → ℝ) (b : m → n → ℂ)
    (q q' : ℝ) :
    planeWaveElement x (boost x A (separable D b)) q q' =
      ∑ l, (D l : ℂ) * formFactor x (b l) (q + A) * star (formFactor x (b l) (q' + A)) := by
  rw [planeWaveElement_boost]
  generalize q + A = k
  generalize q' + A = k'
  -- each projector contributes a product of two site sums
  have hl : ∀ l, (D l : ℂ) * formFactor x (b l) k * star (formFactor x (b l) k') =
      ∑ i, ∑ j, phase (k * x i) * ((D l : ℂ) * (b l i * star (b l j))) *
        star (phase (k' * x j)) := by
    intro l
    unfold formFactor
    rw [star_sum, mul_assoc, Finset.sum_mul_sum, Finset.mul_sum]
    refine Finset.sum_congr rfl fun i _ => ?_
    rw [Finset.mul_sum]
    refine Finset.sum_congr rfl fun j _ => ?_
    rw [star_mul']
    ring
  simp only [hl]
  symm
  -- move the sum over projectors inside the sums over sites
  rw [Finset.sum_comm]
  unfold planeWaveElement
  refine Finset.sum_congr rfl fun i _ => ?_
  rw [Finset.sum_comm]
  refine Finset.sum_congr rfl fun j _ => ?_
  rw [← Finset.sum_mul, ← Finset.mul_sum]
  simp only [separable, projector, Matrix.sum_apply, Matrix.smul_apply, vecMulVec_apply,
    Pi.star_apply, smul_eq_mul]

/-- A potential is unchanged by every uniform vector potential exactly when it does not
couple sites at different positions. -/
theorem boost_invariant_iff (x : n → ℝ) (V : Matrix n n ℂ) :
    (∀ A : ℝ, boost x A V = V) ↔ ∀ i j, x i ≠ x j → V i j = 0 := by
  have hs : ∀ t : ℝ, star (phase t) = phase (-t) := by
    intro t
    unfold phase
    rw [Complex.star_def, ← Complex.exp_conj]
    simp
  constructor
  · intro h i j hij
    -- choose the vector potential for which the relative phase is `-1`
    obtain ⟨a, ha⟩ : ∃ a : ℝ, a * (x i - x j) = Real.pi :=
      ⟨Real.pi / (x i - x j), div_mul_cancel₀ _ (sub_ne_zero.mpr hij)⟩
    have h1 := congrFun (congrFun (h a) i) j
    rw [boost_apply, hs] at h1
    have h2 : phase (a * x i) * phase (-(a * x j)) = -1 := by
      rw [← phase_add, show a * x i + -(a * x j) = Real.pi by linear_combination ha]
      unfold phase
      rw [Complex.exp_neg, mul_comm, Complex.exp_pi_mul_I]
      norm_num
    linear_combination (-1 / 2 : ℂ) * h1 + (V i j / 2) * h2
  · intro h A
    ext i j
    by_cases hij : x i = x j
    · -- at equal positions the two phases cancel
      have h1 : phase (A * x j) * phase (-(A * x j)) = 1 := by
        rw [← phase_add, add_neg_cancel]
        simp [phase]
      rw [boost_apply, hs, hij]
      linear_combination V i j * h1
    · rw [boost_apply, h i j hij]
      simp

/-- On sites with distinct positions, a potential is unchanged by every uniform vector
potential if and only if it is diagonal in the sites. -/
theorem boost_invariant_iff_isDiag {x : n → ℝ} (hx : Function.Injective x)
    (V : Matrix n n ℂ) : (∀ A : ℝ, boost x A V = V) ↔ V.IsDiag := by
  rw [boost_invariant_iff]
  constructor
  · intro h i j hij
    exact h i j (hx.ne hij)
  · intro h i j hij
    exact h (fun e => hij (congrArg x e))

/-- Invariance under all uniform vector potentials forces every potential to be diagonal
exactly when the site positions are distinct. -/
theorem invariance_detects_locality_iff (x : n → ℝ) :
    (∀ V : Matrix n n ℂ, (∀ A : ℝ, boost x A V = V) → V.IsDiag) ↔ Function.Injective x := by
  constructor
  · intro h i j hij
    by_contra hne
    -- a potential coupling precisely the coincident sites is invariant
    have h1 := h (Matrix.of fun k l => if x k = x l then 1 else 0)
      ((boost_invariant_iff x _).2 (by intro k l hkl; simp [hkl])) hne
    simp [hij] at h1
  · intro hx V hV
    exact (boost_invariant_iff_isDiag hx V).1 hV

/-- On sites with distinct positions, the projector of `b` is unchanged by every uniform
vector potential if and only if no two different sites both carry amplitude of `b`. -/
theorem projector_invariant_iff {x : n → ℝ} (hx : Function.Injective x) (b : n → ℂ) :
    (∀ A : ℝ, boost x A (projector b) = projector b) ↔
      ∀ i j, i ≠ j → b i = 0 ∨ b j = 0 := by
  rw [boost_invariant_iff_isDiag hx]
  constructor
  · intro h i j hij
    have h1 : b i * star (b j) = 0 := h hij
    exact (mul_eq_zero.1 h1).imp id star_eq_zero.1
  · intro h i j hij
    change b i * star (b j) = 0
    rcases h i j hij with h0 | h0 <;> simp [h0]

end

end PseudopotentialGaugeShift
```

```lean
#print axioms PseudopotentialGaugeShift.formFactor_gauge
-- 'PseudopotentialGaugeShift.formFactor_gauge' depends on axioms: [propext, Classical.choice, Quot.sound]
#print axioms PseudopotentialGaugeShift.planeWaveElement_boost_separable
-- 'PseudopotentialGaugeShift.planeWaveElement_boost_separable' depends on axioms: [propext, Classical.choice, Quot.sound]
#print axioms PseudopotentialGaugeShift.invariance_detects_locality_iff
-- 'PseudopotentialGaugeShift.invariance_detects_locality_iff' depends on axioms: [propext, Classical.choice, Quot.sound]
#print axioms PseudopotentialGaugeShift.projector_invariant_iff
-- 'PseudopotentialGaugeShift.projector_invariant_iff' depends on axioms: [propext, Classical.choice, Quot.sound]
```

## How the proofs follow the calculation

`phase_add` is the multiplication rule for phases, and `boost_apply` gives the entries of the conjugated matrix. Most of the other proofs rest on these two.

`boost_projector` compares entries and lets `ring` reorder the factors. `formFactor_gauge` and `planeWaveElement_boost` compare the sums term by term: `add_mul` expands (q + A)x_j, `phase_add` splits the phase, and `ring` finishes.

`planeWaveElement_boost_separable` first applies the momentum shift, then names the shifted momenta `k` and `k'`. The auxiliary statement `hl` writes each product of form factors as a double sum over sites. Two uses of `Finset.sum_comm` bring the sum over projectors inside, where it reproduces the entry V_ij.

In `boost_invariant_iff`, `hs` states that conjugating a phase reverses its argument. For the forward direction, `a` is the vector potential with a(x_i − x_j) = π. The invariance of the chosen entry is `h1`, and `h2` says that the two phases multiply to −1. The final `linear_combination` combines them into V_ij = 0, the step from V_ij = −V_ij above. The reverse direction splits on whether the positions agree: either the phases cancel or the entry is zero.

`boost_invariant_iff_isDiag` uses injectivity to translate between different sites and different positions. In `invariance_detects_locality_iff`, the matrix built with `Matrix.of` is the counterexample for coincident sites; assuming that it is diagonal makes an entry equal to both 1 and 0. Finally, `projector_invariant_iff` reads diagonality as b_i b_j* = 0 and uses the fact that a product of complex numbers vanishes only if one factor does.
